# A fourth-order error bound for variance-corrected thermodynamic integration with linear coupling on finitely many states

Take two states of equal energy and switch on a perturbation $V=\pm v$. What is the free-energy change? With inverse temperature $\beta$ and $x=\beta v$, it is given by $\beta\Delta F=-\ln\cosh x$. The average of $V$ is $0$ before switching and $-v\tanh x$ after, so the trapezoid estimate of $\beta\Delta F$ is $-\tfrac12x\tanh x$. For small $x$,

$$-\ln\cosh x=-\tfrac{x^2}{2}+\tfrac{x^4}{12}-\dots,\qquad -\tfrac12x\tanh x=-\tfrac{x^2}{2}+\tfrac{x^4}{6}-\dots$$

The variance of $V$ falls from $v^2$ to $v^2(1-\tanh^2x)$. Adding $\beta/12$ times its change to the free-energy estimate contributes $-\tfrac{1}{12}x^2\tanh^2x=-\tfrac{x^4}{12}+\dots$ in units of $1/\beta$. This removes the $x^4$ error. The corrected estimate of $\beta\Delta F$ then exceeds the true value by $x^6/90$ at leading order.

## The bound for one window and for N windows

For finitely many states with energies $U_0+\lambda V$ and $\beta>0$, let $F(\lambda)=-\beta^{-1}\ln Z(\lambda)$, where $Z$ is the partition function. Write $m(\lambda)=\langle V\rangle_\lambda$ for the equilibrium average and $\mu_n(\lambda)=\langle(V-m)^n\rangle_\lambda$ for the central moments, so that $\mu_2$ is the variance. If $|\mu_5-10\mu_2\mu_3|\le M$ for all $\lambda\in[0,1]$, then

$$\left|F(1)-F(0)-\frac{m(0)+m(1)}2-\frac{\beta}{12}\bigl(\mu_2(1)-\mu_2(0)\bigr)\right|\le\frac{\beta^4M}{720}.$$

The bounded combination is the fifth cumulant of $V$. With $N$ equal windows the trapezoid sum replaces the first average, the variance term is divided by $N^2$, and the bound becomes $\beta^4M/(720N^4)$.

## The correction in a calculation with five couplings

Consider switching from a force field to an electronic-structure energy along a linear path, with $V$ the difference of the two energies. Runs at $\lambda=0,\tfrac14,\tfrac12,\tfrac34,1$ give averages $m_0,\dots,m_4$. The series of $V$ from the first and last runs also give the variances, and the corrected estimate of $F(1)-F(0)$ is

$$\frac{m_0+2m_1+2m_2+2m_3+m_4}{8}+\frac{\beta}{192}\bigl(\mu_2(1)-\mu_2(0)\bigr).$$

For exact averages over a finite set of states, the integration error of this number is at most $\beta^4M/184320$.

## From Boltzmann weights to the constant 720

Each weight $w=e^{-\beta(U_0+\lambda V)}$ satisfies $w'=-\beta Vw$, where the prime denotes $d/d\lambda$. Summing gives $Z'=-\beta mZ$, hence $F'=m$. The probabilities $p=w/Z$ obey $p'=-\beta(V-m)p$. Since $\mu_1=0$,

$$m'=-\beta\sum p\,(V-m)V=-\beta\mu_2.$$

Differentiating both factors of $p\,(V-m)^{n+1}$ gives

$$\mu_{n+1}'=-\beta\bigl(\mu_{n+2}-(n+1)\mu_2\mu_n\bigr).$$

Therefore $\mu_2'=-\beta\mu_3$, $\mu_3'=-\beta(\mu_4-3\mu_2^2)$ and $\mu_4'=-\beta(\mu_5-4\mu_2\mu_3)$. Successive derivatives of $m$ are

$$m''=\beta^2\mu_3,\qquad m'''=-\beta^3(\mu_4-3\mu_2^2),$$
$$m''''=\beta^4(\mu_5-4\mu_2\mu_3-6\mu_2\mu_3)=\beta^4(\mu_5-10\mu_2\mu_3).$$

On a window $[a,a+h]$ put $s=\lambda-a$ and $K(s)=s^2(h-s)^2/24$. Both $K$ and $K'$ vanish at the ends, $K''=h^2/12$ at both ends, $K'''=s-h/2$, and $K''''=1$. Four integrations by parts give

$$\int_a^{a+h}\!K\,m''''\,d\lambda=F(a+h)-F(a)-\frac h2\bigl(m(a)+m(a+h)\bigr)-\frac{\beta h^2}{12}\bigl(\mu_2(a+h)-\mu_2(a)\bigr).$$

Because $K\ge0$ and $\int_0^hK\,ds=h^5/720$, bounds on the fifth cumulant become bounds on the error. For $N$ windows $h=1/N$, the interior variances cancel, and the errors add to at most $N\beta^4Mh^5/720=\beta^4M/(720N^4)$.

The kernel $s(h-s)/2$ treats the uncorrected trapezoid in the same way: its error on one window is at most $\beta^2h^3/12$ times a bound on $|\mu_3|$.

## The Lean source

```lean
import Mathlib

open Finset

namespace CorrectedThermodynamicIntegration

noncomputable section

variable {X : Type*} [Fintype X]

/-- Boltzmann weight of the state `x` for the energy `U₀ + l V`. -/
def boltzmann (β : ℝ) (U₀ V : X → ℝ) (l : ℝ) (x : X) : ℝ :=
  Real.exp (-β * (U₀ x + l * V x))

/-- Partition function at coupling `l`. -/
def partitionFunction (β : ℝ) (U₀ V : X → ℝ) (l : ℝ) : ℝ :=
  ∑ x, boltzmann β U₀ V l x

/-- Free energy `-(1/β) ln Z` at coupling `l`, for `β ≠ 0` and a nonempty set of states. -/
def freeEnergy (β : ℝ) (U₀ V : X → ℝ) (l : ℝ) : ℝ :=
  -(1 / β) * Real.log (partitionFunction β U₀ V l)

/-- Equilibrium probability of the state `x` at coupling `l`. -/
def prob (β : ℝ) (U₀ V : X → ℝ) (l : ℝ) (x : X) : ℝ :=
  boltzmann β U₀ V l x / partitionFunction β U₀ V l

/-- Equilibrium average of `V` at coupling `l`. -/
def mean (β : ℝ) (U₀ V : X → ℝ) (l : ℝ) : ℝ :=
  ∑ x, prob β U₀ V l x * V x

/-- The `n`-th central moment of `V` at coupling `l`; `n = 2` is the variance. -/
def moment (β : ℝ) (U₀ V : X → ℝ) (n : ℕ) (l : ℝ) : ℝ :=
  ∑ x, prob β U₀ V l x * (V x - mean β U₀ V l) ^ n

/-- The partition function of a nonempty set of states is positive. -/
theorem partitionFunction_pos [Nonempty X] (β : ℝ) (U₀ V : X → ℝ) (l : ℝ) :
    0 < partitionFunction β U₀ V l :=
  Finset.sum_pos (fun _ _ => Real.exp_pos _) Finset.univ_nonempty

omit [Fintype X] in
/-- A Boltzmann weight changes with the coupling at the rate `-β V` times itself. -/
theorem hasDerivAt_boltzmann (β : ℝ) (U₀ V : X → ℝ) (l : ℝ) (x : X) :
    HasDerivAt (fun l => boltzmann β U₀ V l x) (-β * V x * boltzmann β U₀ V l x) l := by
  have h1 : HasDerivAt (fun l : ℝ => -β * (U₀ x + l * V x)) (-β * V x) l :=
    ((((hasDerivAt_id' l).mul_const (V x)).const_add (U₀ x)).const_mul (-β)).congr_deriv
      (by ring)
  exact h1.exp.congr_deriv (by rw [boltzmann]; ring)

variable [Nonempty X]

/-- The partition function changes with the coupling at the rate `-β ⟨V⟩ Z`. -/
theorem hasDerivAt_partitionFunction (β : ℝ) (U₀ V : X → ℝ) (l : ℝ) :
    HasDerivAt (partitionFunction β U₀ V)
      (-β * mean β U₀ V l * partitionFunction β U₀ V l) l := by
  have hZ := (partitionFunction_pos β U₀ V l).ne'
  refine (HasDerivAt.fun_sum fun x _ => hasDerivAt_boltzmann β U₀ V l x).congr_deriv ?_
  simp only [mean, prob, Finset.mul_sum, Finset.sum_mul]
  refine Finset.sum_congr rfl fun x _ => ?_
  have e := div_mul_cancel₀ (boltzmann β U₀ V l x) hZ
  linear_combination (β * V x) * e

/-- The probability of a state changes at the rate `-β (V - ⟨V⟩)` times itself. -/
theorem hasDerivAt_prob (β : ℝ) (U₀ V : X → ℝ) (l : ℝ) (x : X) :
    HasDerivAt (fun l => prob β U₀ V l x)
      (-β * (V x - mean β U₀ V l) * prob β U₀ V l x) l := by
  have hZ := (partitionFunction_pos β U₀ V l).ne'
  refine ((hasDerivAt_boltzmann β U₀ V l x).fun_div
    (hasDerivAt_partitionFunction β U₀ V l) hZ).congr_deriv ?_
  have e := div_mul_cancel₀ (boltzmann β U₀ V l x) hZ
  rw [prob, div_eq_iff (pow_ne_zero 2 hZ)]
  linear_combination (β * (V x - mean β U₀ V l) * partitionFunction β U₀ V l) * e

/-- The zeroth central moment is one and the first vanishes. -/
theorem moment_zero_one (β : ℝ) (U₀ V : X → ℝ) (l : ℝ) :
    moment β U₀ V 0 l = 1 ∧ moment β U₀ V 1 l = 0 := by
  have hsum : ∑ x, prob β U₀ V l x = 1 := by
    simp only [prob]
    rw [← Finset.sum_div]
    exact div_self (partitionFunction_pos β U₀ V l).ne'
  refine ⟨by simpa [moment] using hsum, ?_⟩
  have h : ∑ x, prob β U₀ V l x * (V x - mean β U₀ V l) ^ 1
      = ∑ x, prob β U₀ V l x * V x - (∑ x, prob β U₀ V l x) * mean β U₀ V l := by
    rw [Finset.sum_mul, ← Finset.sum_sub_distrib]
    exact Finset.sum_congr rfl fun x _ => by ring
  rw [moment, h, hsum, one_mul]
  exact sub_self _

/-- The average of `V` changes with the coupling at the rate `-β` times its variance. -/
theorem hasDerivAt_mean (β : ℝ) (U₀ V : X → ℝ) (l : ℝ) :
    HasDerivAt (mean β U₀ V) (-β * moment β U₀ V 2 l) l := by
  refine (HasDerivAt.fun_sum fun x _ =>
    (hasDerivAt_prob β U₀ V l x).mul_const (V x)).congr_deriv ?_
  calc _ = -β * moment β U₀ V 2 l + -β * mean β U₀ V l * moment β U₀ V 1 l := by
        simp only [moment, Finset.mul_sum]
        rw [← Finset.sum_add_distrib]
        exact Finset.sum_congr rfl fun x _ => by ring
    _ = _ := by rw [(moment_zero_one β U₀ V l).2]; ring

/-- Hierarchy of central moments: `μₙ₊₁' = -β (μₙ₊₂ - (n+1) μ₂ μₙ)`. -/
theorem hasDerivAt_moment (β : ℝ) (U₀ V : X → ℝ) (n : ℕ) (l : ℝ) :
    HasDerivAt (moment β U₀ V (n + 1)) (-β * (moment β U₀ V (n + 2) l
      - ((n : ℝ) + 1) * moment β U₀ V 2 l * moment β U₀ V n l)) l := by
  have h : ∀ x ∈ (Finset.univ : Finset X), HasDerivAt
      (fun l => prob β U₀ V l x * (V x - mean β U₀ V l) ^ (n + 1))
      (-β * (prob β U₀ V l x * (V x - mean β U₀ V l) ^ (n + 2))
        + β * ((n : ℝ) + 1) * moment β U₀ V 2 l
          * (prob β U₀ V l x * (V x - mean β U₀ V l) ^ n)) l := by
    intro x _
    refine ((hasDerivAt_prob β U₀ V l x).fun_mul
      (((hasDerivAt_mean β U₀ V l).const_sub (V x)).fun_pow (n + 1))).congr_deriv ?_
    simp only [Nat.add_sub_cancel]
    push_cast
    ring
  refine (HasDerivAt.fun_sum h).congr_deriv ?_
  rw [Finset.sum_add_distrib, ← Finset.mul_sum, ← Finset.mul_sum]
  change -β * moment β U₀ V (n + 2) l
    + β * ((n : ℝ) + 1) * moment β U₀ V 2 l * moment β U₀ V n l = _
  ring

/-- If `c ≤ μ₅ - 10 μ₂ μ₃ ≤ C` on a coupling window of length `h ≥ 0` and `β > 0`, the free-energy
difference minus the variance-corrected trapezoid lies between `β⁴ c h⁵/720` and `β⁴ C h⁵/720`. -/
theorem window_bounds {β : ℝ} (hβ : 0 < β) (U₀ V : X → ℝ) {a h c C : ℝ} (hh : 0 ≤ h)
    (hc : ∀ l ∈ Set.Icc a (a + h), c ≤ moment β U₀ V 5 l
      - 10 * moment β U₀ V 2 l * moment β U₀ V 3 l)
    (hC : ∀ l ∈ Set.Icc a (a + h), moment β U₀ V 5 l
      - 10 * moment β U₀ V 2 l * moment β U₀ V 3 l ≤ C) :
    β ^ 4 * c * h ^ 5 / 720 ≤ freeEnergy β U₀ V (a + h) - freeEnergy β U₀ V a
      - (h * (mean β U₀ V a + mean β U₀ V (a + h)) / 2
        + β * h ^ 2 * (moment β U₀ V 2 (a + h) - moment β U₀ V 2 a) / 12) ∧
    freeEnergy β U₀ V (a + h) - freeEnergy β U₀ V a
      - (h * (mean β U₀ V a + mean β U₀ V (a + h)) / 2
        + β * h ^ 2 * (moment β U₀ V 2 (a + h) - moment β U₀ V 2 a) / 12)
      ≤ β ^ 4 * C * h ^ 5 / 720 := by
  -- repeated integration by parts against s²(h-s)²/24, written as one function
  let G : ℝ → ℝ → ℝ := fun b t =>
    -β ^ 3 * ((t - a) * (t - a) * ((h - (t - a)) * (h - (t - a))) / 24
        * (moment β U₀ V 4 t - 3 * (moment β U₀ V 2 t * moment β U₀ V 2 t)))
      - β ^ 2 * ((t - a) * (h - (t - a)) * (h - 2 * (t - a)) / 12 * moment β U₀ V 3 t)
      - β * ((h ^ 2 - 6 * ((t - a) * (h - (t - a)))) / 12 * moment β U₀ V 2 t)
      - (t - a - h / 2) * mean β U₀ V t + freeEnergy β U₀ V t
      - β ^ 4 * b * ((t - a) * (t - a) * (t - a)
        * (10 * h ^ 2 - 15 * h * (t - a) + 6 * ((t - a) * (t - a))) / 720)
  have hG : ∀ b t, HasDerivAt (G b) ((t - a) ^ 2 * (h - (t - a)) ^ 2 / 24 * β ^ 4
      * (moment β U₀ V 5 t - 10 * moment β U₀ V 2 t * moment β U₀ V 3 t - b)) t := by
    intro b t
    have h1 := (moment_zero_one β U₀ V t).2
    have hZ := (partitionFunction_pos β U₀ V t).ne'
    have hF : HasDerivAt (freeEnergy β U₀ V) (mean β U₀ V t) t :=
      (((hasDerivAt_partitionFunction β U₀ V t).log hZ).const_mul (-(1 / β))).congr_deriv
        (by field_simp)
    have m2 : HasDerivAt (moment β U₀ V 2) (-β * moment β U₀ V 3 t) t :=
      (hasDerivAt_moment β U₀ V 1 t).congr_deriv (by norm_num [h1])
    have m3 : HasDerivAt (moment β U₀ V 3) (-β * (moment β U₀ V 4 t
        - 3 * moment β U₀ V 2 t * moment β U₀ V 2 t)) t :=
      (hasDerivAt_moment β U₀ V 2 t).congr_deriv (by norm_num)
    have m4 : HasDerivAt (moment β U₀ V 4) (-β * (moment β U₀ V 5 t
        - 4 * moment β U₀ V 2 t * moment β U₀ V 3 t)) t :=
      (hasDerivAt_moment β U₀ V 3 t).congr_deriv (by norm_num)
    have hs : HasDerivAt (fun t : ℝ => t - a) 1 t := (hasDerivAt_id' t).sub_const a
    have hr := hs.const_sub h
    have k0 := ((hs.fun_mul hs).fun_mul (hr.fun_mul hr)).div_const 24
    have k1 := ((hs.fun_mul hr).fun_mul ((hs.const_mul 2).const_sub h)).div_const 12
    have k2 := (((hs.fun_mul hr).const_mul 6).const_sub (h ^ 2)).div_const 12
    have q := (((hs.fun_mul hs).fun_mul hs).fun_mul (((hs.const_mul (15 * h)).const_sub
      (10 * h ^ 2)).fun_add ((hs.fun_mul hs).const_mul 6))).div_const 720
    exact (((((((k0.fun_mul (m4.fun_sub ((m2.fun_mul m2).const_mul 3))).const_mul
      (-β ^ 3)).fun_sub ((k1.fun_mul m3).const_mul (β ^ 2))).fun_sub
      ((k2.fun_mul m2).const_mul β)).fun_sub
      ((hs.sub_const (h / 2)).fun_mul (hasDerivAt_mean β U₀ V t))).fun_add hF).fun_sub
      (q.const_mul (β ^ 4 * b))).congr_deriv (by ring)
  have ha : a ∈ Set.Icc a (a + h) := ⟨le_rfl, by linarith⟩
  have hb : a + h ∈ Set.Icc a (a + h) := ⟨by linarith, le_rfl⟩
  -- the endpoint difference of G is the error of the rule
  have hE : ∀ b, G b (a + h) - G b a = freeEnergy β U₀ V (a + h) - freeEnergy β U₀ V a
      - (h * (mean β U₀ V a + mean β U₀ V (a + h)) / 2
        + β * h ^ 2 * (moment β U₀ V 2 (a + h) - moment β U₀ V 2 a) / 12)
      - β ^ 4 * b * h ^ 5 / 720 := by
    intro b
    simp only [G]
    ring
  constructor
  · have hm : MonotoneOn (G c) (Set.Icc a (a + h)) := by
      refine monotoneOn_of_deriv_nonneg (convex_Icc _ _)
        (fun t _ => (hG c t).continuousAt.continuousWithinAt)
        (fun t _ => (hG c t).differentiableAt.differentiableWithinAt) fun t ht => ?_
      rw [(hG c t).deriv]
      exact mul_nonneg (by positivity) (sub_nonneg.2 (hc t (interior_subset ht)))
    linarith [hm ha hb (by linarith), hE c]
  · have hm : AntitoneOn (G C) (Set.Icc a (a + h)) := by
      refine antitoneOn_of_deriv_nonpos (convex_Icc _ _)
        (fun t _ => (hG C t).continuousAt.continuousWithinAt)
        (fun t _ => (hG C t).differentiableAt.differentiableWithinAt) fun t ht => ?_
      rw [(hG C t).deriv]
      exact mul_nonpos_of_nonneg_of_nonpos (by positivity)
        (sub_nonpos.2 (hC t (interior_subset ht)))
    linarith [hm ha hb (by linarith), hE C]

/-- For `β > 0` and `|μ₅ - 10 μ₂ μ₃| ≤ M` at all couplings in `[0,1]`, the endpoint averages and
variances of `V` give the free-energy difference to within `β⁴ M/720`. -/
theorem corrected_trapezoid {β M : ℝ} (hβ : 0 < β) (U₀ V : X → ℝ)
    (hM : ∀ l ∈ Set.Icc (0 : ℝ) 1, |moment β U₀ V 5 l
      - 10 * moment β U₀ V 2 l * moment β U₀ V 3 l| ≤ M) :
    |freeEnergy β U₀ V 1 - freeEnergy β U₀ V 0
      - ((mean β U₀ V 0 + mean β U₀ V 1) / 2
        + β * (moment β U₀ V 2 1 - moment β U₀ V 2 0) / 12)| ≤ β ^ 4 * M / 720 := by
  have w := window_bounds hβ U₀ V (a := 0) (h := 1) (c := -M) (C := M) zero_le_one
    (fun l hl => (abs_le.1 (hM l (by simpa using hl))).1)
    (fun l hl => (abs_le.1 (hM l (by simpa using hl))).2)
  rw [zero_add] at w
  rw [abs_le]
  constructor <;> linarith [w.1, w.2]

/-- With `N ≥ 1` equal windows, `β > 0` and the same bound `M` on `[0,1]`, the trapezoid sum
corrected by the variances at the two ends alone has error at most `β⁴ M/(720 N⁴)`. -/
theorem corrected_trapezoid_windows {β M : ℝ} (hβ : 0 < β) (U₀ V : X → ℝ) {N : ℕ} (hN : 0 < N)
    (hM : ∀ l ∈ Set.Icc (0 : ℝ) 1, |moment β U₀ V 5 l
      - 10 * moment β U₀ V 2 l * moment β U₀ V 3 l| ≤ M) :
    |freeEnergy β U₀ V 1 - freeEnergy β U₀ V 0
      - ((∑ i ∈ range N, (mean β U₀ V (i / N) + mean β U₀ V ((i + 1 : ℕ) / N)) / 2) / N
        + β * (moment β U₀ V 2 1 - moment β U₀ V 2 0) / (12 * N ^ 2))|
      ≤ β ^ 4 * M / (720 * N ^ 4) := by
  have hN' : (0 : ℝ) < N := by exact_mod_cast hN
  obtain ⟨h, hh⟩ : ∃ h : ℝ, h = 1 / N := ⟨_, rfl⟩
  have h0 : 0 ≤ h := by rw [hh]; positivity
  -- add the windows one at a time; interior variances cancel
  have key : ∀ n : ℕ, n ≤ N → |freeEnergy β U₀ V (n / N) - freeEnergy β U₀ V 0
      - (h * (∑ i ∈ range n, (mean β U₀ V (i / N) + mean β U₀ V ((i + 1 : ℕ) / N)) / 2)
        + β * h ^ 2 * (moment β U₀ V 2 (n / N) - moment β U₀ V 2 0) / 12)|
      ≤ n * (β ^ 4 * M * h ^ 5 / 720) := by
    intro n
    induction n with
    | zero => intro _; simp
    | succ n ih =>
      intro hn
      have e : (n : ℝ) / N + h = ((n + 1 : ℕ) : ℝ) / N := by rw [hh]; push_cast; ring
      have hle : ((n + 1 : ℕ) : ℝ) / N ≤ 1 := (div_le_one hN').2 (by exact_mod_cast hn)
      have hn0 : (0 : ℝ) ≤ (n : ℝ) / N := by positivity
      have hsub : ∀ l ∈ Set.Icc ((n : ℝ) / N) ((n : ℝ) / N + h), l ∈ Set.Icc (0 : ℝ) 1 :=
        fun l hl => ⟨hn0.trans hl.1, hl.2.trans (e.le.trans hle)⟩
      have w := window_bounds hβ U₀ V (c := -M) (C := M) h0
        (fun l hl => (abs_le.1 (hM l (hsub l hl))).1)
        (fun l hl => (abs_le.1 (hM l (hsub l hl))).2)
      rw [e] at w
      have i := abs_le.1 (ih (by omega))
      have hc : ((n + 1 : ℕ) : ℝ) * (β ^ 4 * M * h ^ 5 / 720)
          = n * (β ^ 4 * M * h ^ 5 / 720) + β ^ 4 * M * h ^ 5 / 720 := by push_cast; ring
      rw [hc, Finset.sum_range_succ, abs_le]
      constructor <;> linarith [w.1, w.2, i.1, i.2]
  have hk := key N le_rfl
  rw [div_self hN'.ne'] at hk
  have hR : (N : ℝ) * (β ^ 4 * M * h ^ 5 / 720) = β ^ 4 * M / (720 * N ^ 4) := by
    rw [hh]
    field_simp
  rw [hR] at hk
  exact le_trans (le_of_eq (congrArg abs (by rw [hh]; ring))) hk

end

end CorrectedThermodynamicIntegration
```

```lean
#print axioms CorrectedThermodynamicIntegration.corrected_trapezoid
-- 'CorrectedThermodynamicIntegration.corrected_trapezoid' depends on axioms: [propext, Classical.choice, Quot.sound]
#print axioms CorrectedThermodynamicIntegration.corrected_trapezoid_windows
-- 'CorrectedThermodynamicIntegration.corrected_trapezoid_windows' depends on axioms: [propext, Classical.choice, Quot.sound]
```

## Finite sums and monotone functions in the code

The type `X` is the finite, nonempty set of states, `l` is $\lambda$, and `U₀` and `V` are arbitrary real functions on `X`. `prob` is normalised by the partition function. The name `moment` means a central moment, taken about the mean at the same coupling: `moment β U₀ V 2 1` is the variance at $\lambda=1$. `corrected_trapezoid` is the single-window bound, and `corrected_trapezoid_windows` is the version for $N\ge1$.

The lemmas from `hasDerivAt_boltzmann` to `hasDerivAt_moment` are the derivatives above, in the same order apart from `moment_zero_one`, which supplies $\mu_0=1$ and $\mu_1=0$. In `window_bounds` no integral appears. The function `G b` collects the boundary terms of the integrations by parts and subtracts $\beta^4b\int_0^sK$ as a polynomial. Step `hG` shows that its derivative is $\beta^4K(\mu_5-10\mu_2\mu_3-b)$, and `hE` identifies its endpoint difference. With a lower bound for `b` the function increases, and with an upper bound it decreases, which gives the two inequalities. The last theorem adds windows by induction in `key`.

## Integration error is bounded, sampling error is not

`window_bounds` also fixes a sign: if the fifth cumulant is nonnegative throughout the window, the corrected rule does not exceed the true free-energy difference.

The constant $M$ bounds the size of the fifth cumulant, which vanishes for a Gaussian distribution of $V$ but also for any other symmetric one. The bound must hold at every coupling in $[0,1]$, not only at the sampled ones. If $R$ is the largest value of $V$ minus the smallest, then $M=R^5$ always suffices, an elementary estimate that the Lean source leaves out.

The step from this model to a simulation is the replacement of exact finite sums by time averages over continuous configurations. Statistical error in the means and variances comes on top of the bound. The energy must also be linear in $\lambda$; soft-core paths, where $\partial U/\partial\lambda$ itself depends on $\lambda$, have further terms in these derivatives.
